# Two descent steps on a harmonic surface: the best worst-case displacement factor for curvatures in [m, M] is (M−m)²/(M²+6mM+m²)

A geometry optimiser near a minimum takes two steepest-descent steps, moving by preset multiples $t_1,t_2$ of the negative gradient. It is modelled here on a harmonic surface, $E=\sum_i k_ix_i^2/2$, with the energy measured from the minimum. The $x_i$ are displacements from the minimum along orthonormal eigenvectors of the Hessian, and the $k_i$ are its eigenvalues. They satisfy $0<m\le k_i\le M$ with $m<M$, so translations, rotations and unstable modes are excluded. Replacing the real surface by this quadratic one is the step that the hypotheses don't justify.

```lean
import Mathlib

open Finset

namespace ChebyshevDescent

noncomputable section
```

The gradient component is $k_ix_i$, so a step of length $t$, meaning a displacement by $-t$ times the gradient, sends $x_i$ to $(1-tk_i)x_i$. Two steps multiply a mode of curvature $u$ by

$$R(u)=(1-t_1u)(1-t_2u).$$

In Lean this factor is `residual`; it is not a residual force.

```lean
/-- Factor by which two descent steps of lengths `t₁`, `t₂` multiply a mode of curvature `u`. -/
def residual (t₁ t₂ u : ℝ) : ℝ := (1 - t₁ * u) * (1 - t₂ * u)
```

Write $D=M^2+6mM+m^2$. The claimed optimum is $\rho=(M-m)^2/D$, called `rate`. It is a factor per two steps, so smaller means faster.

```lean
/-- The two-step Chebyshev rate for curvatures between `m` and `M`, where `0 < m < M`. -/
def rate (m M : ℝ) : ℝ := (M - m) ^ 2 / (M ^ 2 + 6 * m * M + m ^ 2)
```

The quadratic Chebyshev polynomial, moved to $[m,M]$, has roots $\frac{M+m}{2}\pm\frac{M-m}{2\sqrt2}$. Their inverses are the candidate steps, $a=4/A$ and $b=4/B$, with $A,B=2(M+m)\pm\sqrt2(M-m)$. The shorter is

```lean
/-- The shorter Chebyshev step for curvatures between `m` and `M`, where `0 < m < M`. -/
def shortStep (m M : ℝ) : ℝ := 4 / (2 * (M + m) + √2 * (M - m))
```

and the longer is

```lean
/-- The longer Chebyshev step for curvatures between `m` and `M`, where `0 < m < M`. -/
def longStep (m M : ℝ) : ℝ := 4 / (2 * (M + m) - √2 * (M - m))
```

For the lower bound, give $R$ at $m$, $(m+M)/2$ and $M$ the weights $M(m+M)$, $-4mM$ and $m(m+M)$. In $R(u)=1-(t_1+t_2)u+t_1t_2u^2$ the linear and quadratic terms cancel. The constant term leaves $(m+M)^2-4mM=(M-m)^2$, whatever the steps. Expansion by `ring` confirms it.

```lean
/-- The values of the two-step factor at the ends and the midpoint of the curvature range combine,
with weights that depend only on `m` and `M`, to `(M - m) ^ 2`, whatever the steps. -/
theorem three_point (m M t₁ t₂ : ℝ) :
    M * (m + M) * residual t₁ t₂ m - 4 * m * M * residual t₁ t₂ ((m + M) / 2)
      + m * (m + M) * residual t₁ t₂ M = (M - m) ^ 2 := by
  unfold residual
  ring
```

The absolute weights add up to $(m+M)^2+4mM=D$. If $|R|<\rho$ held at all three points, the weighted sum would be below $D\rho=(M-m)^2$, a contradiction.

For the candidate steps, $A+B=4(M+m)$ and $AB=4(M+m)^2-2(M-m)^2=2D$. Hence $a+b=8(M+m)/D$ and $ab=8/D$. Both steps are positive because $\sqrt2<2$ and $M-m<M+m$.

```lean
/-- For `0 < m < M` both Chebyshev steps are positive, with the stated sum and product. -/
theorem steps_sum_prod {m M : ℝ} (hm : 0 < m) (h : m < M) :
    0 < shortStep m M ∧ 0 < longStep m M ∧
    shortStep m M + longStep m M = 8 * (M + m) / (M ^ 2 + 6 * m * M + m ^ 2) ∧
    shortStep m M * longStep m M = 8 / (M ^ 2 + 6 * m * M + m ^ 2) := by
  have hM : 0 < M := hm.trans h
  have hs : √2 * √2 = (2 : ℝ) := Real.mul_self_sqrt (by norm_num)
  have hs0 : (0 : ℝ) ≤ √2 := Real.sqrt_nonneg 2
  have hs2 : √2 < (2 : ℝ) := by nlinarith
  have hA : 0 < 2 * (M + m) + √2 * (M - m) := by
    nlinarith [mul_nonneg hs0 (sub_nonneg.2 h.le)]
  have hB : 0 < 2 * (M + m) - √2 * (M - m) := by
    nlinarith [mul_pos (sub_pos.2 hs2) (sub_pos.2 h)]
  have hD : 0 < M ^ 2 + 6 * m * M + m ^ 2 := by positivity
  have hAB : (2 * (M + m) + √2 * (M - m)) * (2 * (M + m) - √2 * (M - m))
      = 2 * (M ^ 2 + 6 * m * M + m ^ 2) := by
    linear_combination (-(M - m) ^ 2) * hs
  unfold shortStep longStep
  refine ⟨div_pos (by norm_num) hA, div_pos (by norm_num) hB, ?_, ?_⟩
  · rw [div_add_div _ _ hA.ne' hB.ne', div_eq_div_iff (mul_pos hA hB).ne' hD.ne']
    linear_combination (-8 * (M + m)) * hAB
  · rw [div_mul_div_comm, div_eq_div_iff (mul_pos hA hB).ne' hD.ne']
    linear_combination (-8) * hAB
```

Inserting the sum and product gives $R_*(u)=\bigl(D-8(M+m)u+8u^2\bigr)/D$.

```lean
/-- For `0 < m < M` the two-step factor of the Chebyshev steps is an explicit quadratic
in the curvature. -/
theorem residual_chebyshev {m M : ℝ} (hm : 0 < m) (h : m < M) (u : ℝ) :
    residual (shortStep m M) (longStep m M) u =
      (M ^ 2 + 6 * m * M + m ^ 2 - 8 * (M + m) * u + 8 * u ^ 2)
        / (M ^ 2 + 6 * m * M + m ^ 2) := by
  have hM : 0 < M := hm.trans h
  have hD : 0 < M ^ 2 + 6 * m * M + m ^ 2 := by positivity
  obtain ⟨-, -, hsum, hprod⟩ := steps_sum_prod hm h
  have e : residual (shortStep m M) (longStep m M) u =
      1 - (shortStep m M + longStep m M) * u + shortStep m M * longStep m M * u ^ 2 := by
    unfold residual
    ring
  rw [e, hsum, hprod]
  have hd := mul_inv_cancel₀ hD.ne'
  simp only [div_eq_mul_inv]
  linear_combination -hd
```

Two factorisations bound $R_*$ on $[m,M]$:

$$DR_*+(M-m)^2=2(M+m-2u)^2\ge0,$$
$$(M-m)^2-DR_*=8(u-m)(M-u)\ge0.$$

So $|R_*|\le\rho$, with equality at $u=m$.

The theorem states that every real pair has some $u$ in `Set.Icc m M`, the closed interval, with $|R(u)|\ge\rho$. `IsGreatest` says that for the Chebyshev pair $\rho$ is an attained maximum. In the proof, `nlinarith` adds the three weighted inequalities for the lower bound, then uses the two factorisations for the upper one. The optimum refers to the whole interval: if the harmonic surface has only two distinct curvatures, their inverses as steps lead exactly to the minimum.

```lean
/-- For `0 < m < M`, every pair of steps leaves some curvature in `[m, M]` damped no better
than the Chebyshev rate. The positive Chebyshev steps have exactly this rate as their maximum. -/
theorem chebyshev_two_step {m M : ℝ} (hm : 0 < m) (h : m < M) :
    (∀ t₁ t₂ : ℝ, ∃ u ∈ Set.Icc m M, rate m M ≤ |residual t₁ t₂ u|) ∧
    0 < shortStep m M ∧ 0 < longStep m M ∧
    IsGreatest ((fun u => |residual (shortStep m M) (longStep m M) u|) '' Set.Icc m M)
      (rate m M) := by
  have hM : 0 < M := hm.trans h
  have hD : 0 < M ^ 2 + 6 * m * M + m ^ 2 := by positivity
  obtain ⟨hp, hq, -, -⟩ := steps_sum_prod hm h
  refine ⟨fun t₁ t₂ => ?_, hp, hq, ⟨m, ⟨le_rfl, h.le⟩, ?_⟩, ?_⟩
  · -- three values all below the rate would contradict the three-point identity
    by_contra hc
    have hlt : ∀ u ∈ Set.Icc m M, |residual t₁ t₂ u| < rate m M := fun u hu =>
      lt_of_not_ge fun hle => hc ⟨u, hu, hle⟩
    have h1 := (abs_lt.1 (hlt m ⟨le_rfl, h.le⟩)).2
    have h2 := (abs_lt.1 (hlt ((m + M) / 2) ⟨by linarith, by linarith⟩)).1
    have h3 := (abs_lt.1 (hlt M ⟨h.le, le_rfl⟩)).2
    have hr : rate m M * (M ^ 2 + 6 * m * M + m ^ 2) = (M - m) ^ 2 :=
      div_mul_cancel₀ _ hD.ne'
    have k1 := mul_pos (show 0 < M * (m + M) by positivity) (sub_pos.2 h1)
    have k2 := mul_pos (show 0 < 4 * m * M by positivity) (sub_pos.2 h2)
    have k3 := mul_pos (show 0 < m * (m + M) by positivity) (sub_pos.2 h3)
    nlinarith [three_point m M t₁ t₂]
  · -- the maximum is attained at the softest mode
    have e : residual (shortStep m M) (longStep m M) m = rate m M := by
      rw [residual_chebyshev hm h, rate]
      congr 1
      ring
    change |residual (shortStep m M) (longStep m M) m| = rate m M
    rw [e]
    exact abs_of_nonneg (div_nonneg (sq_nonneg _) hD.le)
  · rintro _ ⟨u, hu, rfl⟩
    change |residual (shortStep m M) (longStep m M) u| ≤ rate m M
    rw [residual_chebyshev hm h, rate, abs_div, abs_of_pos hD]
    refine div_le_div_of_nonneg_right (abs_le.2 ⟨?_, ?_⟩) hD.le
    · nlinarith [sq_nonneg (M + m - 2 * u)]
    · nlinarith [mul_nonneg (sub_nonneg.2 hu.1) (sub_nonneg.2 hu.2)]
```

Suppose now that a pair satisfies $|R|\le\rho$ throughout. The weighted inequalities must then be equalities, so $R(m)=R(M)=\rho$, as for $R_*$. Subtracting $R_*$ and dividing by $u$ gives

$$(t_1t_2-ab)u=t_1+t_2-a-b\qquad\text{at } u=m \text{ and } u=M.$$

Since $m\ne M$, both differences vanish. Then $(t_1-a)(t_1-b)=0$, and the pair is the Chebyshev pair in one order or the other.

```lean
/-- For `0 < m < M`, a pair of steps that damps every curvature in `[m, M]` at least as well as
the Chebyshev rate is the Chebyshev pair, in one order or the other. -/
theorem chebyshev_unique {m M t₁ t₂ : ℝ} (hm : 0 < m) (h : m < M)
    (hle : ∀ u ∈ Set.Icc m M, |residual t₁ t₂ u| ≤ rate m M) :
    (t₁ = shortStep m M ∧ t₂ = longStep m M) ∨
    (t₁ = longStep m M ∧ t₂ = shortStep m M) := by
  have hM : 0 < M := hm.trans h
  have hD : 0 < M ^ 2 + 6 * m * M + m ^ 2 := by positivity
  have h1 := (abs_le.1 (hle m ⟨le_rfl, h.le⟩)).2
  have h2 := (abs_le.1 (hle ((m + M) / 2) ⟨by linarith, by linarith⟩)).1
  have h3 := (abs_le.1 (hle M ⟨h.le, le_rfl⟩)).2
  have hr : rate m M * (M ^ 2 + 6 * m * M + m ^ 2) = (M - m) ^ 2 :=
    div_mul_cancel₀ _ hD.ne'
  have c1 : 0 < M * (m + M) := by positivity
  have c3 : 0 < m * (m + M) := by positivity
  have k1 := mul_nonneg c1.le (sub_nonneg.2 h1)
  have k2 := mul_nonneg (show 0 ≤ 4 * m * M by positivity) (sub_nonneg.2 h2)
  have k3 := mul_nonneg c3.le (sub_nonneg.2 h3)
  have k := three_point m M t₁ t₂
  -- equality in the three-point identity fixes the factor at both ends
  have z1 : M * (m + M) * (rate m M - residual t₁ t₂ m) = 0 := by nlinarith
  have z3 : m * (m + M) * (rate m M - residual t₁ t₂ M) = 0 := by nlinarith
  have r1 := (mul_eq_zero.1 z1).resolve_left c1.ne'
  have r3 := (mul_eq_zero.1 z3).resolve_left c3.ne'
  have o1 : residual (shortStep m M) (longStep m M) m = rate m M := by
    rw [residual_chebyshev hm h, rate]
    congr 1
    ring
  have o3 : residual (shortStep m M) (longStep m M) M = rate m M := by
    rw [residual_chebyshev hm h, rate]
    congr 1
    ring
  generalize shortStep m M = a at *
  generalize longStep m M = b at *
  unfold residual at r1 r3 o1 o3
  have d1 : m * ((t₁ * t₂ - a * b) * m - (t₁ + t₂ - a - b)) = 0 := by
    linear_combination -r1 - o1
  have d3 : M * ((t₁ * t₂ - a * b) * M - (t₁ + t₂ - a - b)) = 0 := by
    linear_combination -r3 - o3
  have f1 := (mul_eq_zero.1 d1).resolve_left hm.ne'
  have f3 := (mul_eq_zero.1 d3).resolve_left hM.ne'
  have g : (M - m) * (t₁ * t₂ - a * b) = 0 := by linear_combination f3 - f1
  have hq := (mul_eq_zero.1 g).resolve_left (sub_pos.2 h).ne'
  have hs : t₁ + t₂ - a - b = 0 := by linear_combination m * hq - f1
  have hf : (t₁ - a) * (t₁ - b) = 0 := by linear_combination t₁ * hs - hq
  rcases mul_eq_zero.1 hf with e | e
  · exact Or.inl ⟨by linarith, by linarith⟩
  · exact Or.inr ⟨by linarith, by linarith⟩
```

The same weighting with two points treats a single step: $M(1-tm)-m(1-tM)=M-m$ forces a worst factor of at least $(M-m)/(M+m)$, attained by $t=2/(M+m)$. This one-step bound is argued only in prose. Using that step twice gives $(M-m)^2/(M+m)^2$ at $u=M$, which exceeds $\rho$ because $(M+m)^2<D$.

```lean
/-- For `0 < m < M`, two equal steps `2 / (M + m)` multiply a mode of curvature `M` by a factor
whose absolute value is strictly larger than the Chebyshev rate. -/
theorem equal_steps_worse {m M : ℝ} (hm : 0 < m) (h : m < M) :
    rate m M < |residual (2 / (M + m)) (2 / (M + m)) M| := by
  have hM : 0 < M := hm.trans h
  have hS : 0 < M + m := by positivity
  have hD : 0 < M ^ 2 + 6 * m * M + m ^ 2 := by positivity
  have e : 1 - 2 / (M + m) * M = (m - M) / (M + m) := by
    have hd := mul_inv_cancel₀ hS.ne'
    simp only [div_eq_mul_inv]
    linear_combination -hd
  unfold residual rate
  rw [e, ← sq, abs_of_nonneg (sq_nonneg _), div_pow, div_lt_div_iff₀ hD (pow_pos hS 2)]
  nlinarith [mul_pos (pow_pos (sub_pos.2 h) 2) (mul_pos hm hM)]
```

To return to the energy, let the finite type `ι` label the modes.

```lean
variable {ι : Type*} [Fintype ι]

/-- Harmonic energy of a displacement with components `x` along Hessian eigenvectors of curvatures
`k`. -/
def energy (k x : ι → ℝ) : ℝ := ∑ i, k i * x i ^ 2 / 2
```

A descent step acts on each mode separately.

```lean
/-- One descent step of length `t` against the gradient `k i * x i` of the harmonic energy. -/
def descend (k : ι → ℝ) (t : ℝ) (x : ι → ℝ) : ι → ℝ := fun i => x i - t * (k i * x i)
```

The derivative of $E(x+sv)$ at $s=0$ is $\sum_ik_ix_iv_i$, term by term. This confirms that `descend` follows the negative gradient.

```lean
/-- The slope of the harmonic energy at `x` along `v` is the sum of `k i * x i * v i`. -/
theorem energy_slope (k x v : ι → ℝ) :
    HasDerivAt (fun s : ℝ => energy k (fun i => x i + s * v i))
      (∑ i, k i * x i * v i) 0 := by
  have key : ∀ i ∈ (Finset.univ : Finset ι),
      HasDerivAt (fun s : ℝ => k i * (x i + s * v i) ^ 2 / 2) (k i * x i * v i) 0 := by
    intro i _
    have h1 : HasDerivAt (fun s : ℝ => x i + s * v i) (v i) 0 :=
      (((hasDerivAt_id' (0 : ℝ)).mul_const (v i)).const_add (x i)).congr_deriv (one_mul _)
    refine (((h1.fun_pow 2).const_mul (k i)).div_const 2).congr_deriv ?_
    change k i * (((2 : ℕ) : ℝ) * (x i + 0 * v i) ^ 1 * v i) / 2 = k i * x i * v i
    push_cast
    ring
  exact HasDerivAt.fun_sum key
```

One Chebyshev cycle multiplies $k_ix_i^2/2$ by $R_*(k_i)^2\le\rho^2$. Summing over modes and inducting on the number of cycles gives $E_n\le\rho^{2n}E_0$. For relaxation that repeats this pair of steps on a harmonic surface with known curvature bounds, this guarantees a rate of energy decrease per cycle without a line search. Within a cycle the energy can rise, because the longer step overshoots the stiffest modes when $M$ is much larger than $m$.

```lean
/-- If all curvatures lie in `[m, M]` with `0 < m < M`, then `n` cycles of the two Chebyshev steps
leave a harmonic energy of at most `(rate m M ^ 2) ^ n` times the initial one. -/
theorem energy_after_cycles {m M : ℝ} (hm : 0 < m) (h : m < M) (k : ι → ℝ)
    (hk : ∀ i, k i ∈ Set.Icc m M) (x : ι → ℝ) (n : ℕ) :
    energy k ((fun y => descend k (longStep m M) (descend k (shortStep m M) y))^[n] x)
      ≤ (rate m M ^ 2) ^ n * energy k x := by
  -- a single cycle, mode by mode
  have one : ∀ y : ι → ℝ, energy k (descend k (longStep m M) (descend k (shortStep m M) y))
      ≤ rate m M ^ 2 * energy k y := by
    intro y
    unfold energy
    rw [Finset.mul_sum]
    refine Finset.sum_le_sum fun i _ => ?_
    have hb : |residual (shortStep m M) (longStep m M) (k i)| ≤ rate m M :=
      (chebyshev_two_step hm h).2.2.2.2 ⟨k i, hk i, rfl⟩
    have hsq := sq_le_sq' (abs_le.1 hb).1 (abs_le.1 hb).2
    have hki : 0 ≤ k i := hm.le.trans (hk i).1
    have e : descend k (longStep m M) (descend k (shortStep m M) y) i
        = residual (shortStep m M) (longStep m M) (k i) * y i := by
      unfold descend residual
      ring
    rw [e]
    have hp := mul_le_mul_of_nonneg_right hsq (show 0 ≤ k i * y i ^ 2 / 2 by positivity)
    linarith
  induction n with
  | zero => simp
  | succ n ih =>
    rw [Function.iterate_succ_apply']
    refine (one _).trans ?_
    have hi := mul_le_mul_of_nonneg_left ih (sq_nonneg (rate m M))
    refine hi.trans (le_of_eq ?_)
    ring

end

end ChebyshevDescent
```

```lean
#print axioms ChebyshevDescent.chebyshev_unique
#print axioms ChebyshevDescent.equal_steps_worse
#print axioms ChebyshevDescent.energy_slope
#print axioms ChebyshevDescent.energy_after_cycles
```

```
'ChebyshevDescent.chebyshev_unique' depends on axioms: [propext, Classical.choice, Quot.sound]
'ChebyshevDescent.equal_steps_worse' depends on axioms: [propext, Classical.choice, Quot.sound]
'ChebyshevDescent.energy_slope' depends on axioms: [propext, Classical.choice, Quot.sound]
'ChebyshevDescent.energy_after_cycles' depends on axioms: [propext, Classical.choice, Quot.sound]
```
